# Harmonic selection rule for finite-level states with an N-fold dynamical symmetry

A molecule driven by a strong periodic field can emit at multiples of the driving frequency, but some multiples may be missing from the spectrum. If advancing time by a fraction of the period is equivalent to a rotation of the system, which harmonics must vanish?

## The allowed harmonics

Let ψ(t) be a continuous state vector with finitely many components, T > 0 the period, N ≥ 1 an integer, and S and D matrices. Write S* for the adjoint and ⟨u, v⟩ = Σⱼ ūⱼvⱼ. Suppose that, for an integer k and a number c with |c| = 1,

ψ(t + T/N) = c S ψ(t),  S* D S = ω D,  ω = exp(2πik/N).

Then f(t) = ⟨ψ(t), Dψ(t)⟩ has the Fourier coefficients

fₙ = (1/T) ∫₀ᵀ exp(−2πint/T) f(t) dt = 0 unless n ≡ k modulo N.

When D is a dipole component, f is the mean dipole, the source of the coherent emission; incoherent emission is not covered. The case k = 1 suits a circular dipole component such as x + iy. A nonzero Hermitian D permits only ω = ±1. Under a rotation by 2π/N about the z axis with N ≥ 3, the components x and y mix, and the rule is applied to x ± iy, with k = ±1; the component z is unchanged and has k = 0. The index n is signed, and a positive harmonic order q is forbidden in x and y only if neither q nor −q is congruent to 1 modulo N. For N = 3, x + iy has f₂ = 0, but f₋₂ may be nonzero, so the second harmonic can still be emitted.

## Forbidden peaks as a diagnostic

In a finite-basis propagation with an exactly periodic drive, a forbidden peak signals that a hypothesis has failed or that the Fourier integral is inaccurate. Possible causes are a basis that breaks the symmetry, time-step error or an unsuitable initial state. A pulse envelope also breaks the assumed periodicity.

## From one symmetry step to a zero integral

The state relation need only be assumed at t = 0 if ψ evolves under a Hermitian H(t) with H(t+τ) = S H(t) S*, where τ = T/N and S is unitary. With ħ = 1, ψ′ = −iHψ gives

d⟨ψ, ψ⟩/dt = i⟨Hψ, ψ⟩ − i⟨ψ, Hψ⟩ = 0.

The difference of two solutions with equal initial states is a solution with norm zero at t = 0, hence always zero. Solutions are therefore unique.

Put φ(t) = ψ(t+τ) and χ(t) = cSψ(t). Then iφ′ = H(t+τ)φ, and since S*S = 1,

iχ′ = cSH(t)ψ = S H(t) S* (cSψ) = H(t+τ)χ.

If ψ(τ) = cSψ(0), the two agree at t = 0 and so at all times. Consequently

f(t+τ) = |c|² ⟨ψ, S*DSψ⟩ = ω f(t).

The integrand g(t) = exp(−2πint/T) f(t) obeys g(t+τ) = ζg(t), with ζ = exp(2πi(k−n)/N). Since ζᴺ = 1, g has period T, and shifting its integral J over a period changes nothing:

J = ∫₀ᵀ g(t+τ) dt = ζJ.

Unless N divides k − n, ζ ≠ 1 and J = 0.

## Three thirds of a period

Take the normalised state (1, exp(it))/√2 and let D take level 2 to level 1. Then f(t) = exp(it)/2 and T = 2π. For N = 3, k = 1, n = 2, the integrand is exp(−it)/2, and successive thirds of the period contribute

√3/4 − 3i/4,  −√3/2,  √3/4 + 3i/4.

They sum to zero. For n = 1 the integrand is constant and f₁ = 1/2.

## The Lean file

```lean
import Mathlib

open Matrix Complex
open scoped ComplexOrder

namespace DynamicalSymmetryHarmonics

noncomputable section

variable {ι : Type*} [Fintype ι]

/-- The state `ψ` obeys the Schrödinger equation `i ψ' = H(t) ψ`, in units with `ħ = 1`. -/
def Solves (H : ℝ → Matrix ι ι ℂ) (ψ : ℝ → ι → ℂ) : Prop :=
  ∀ t, HasDerivAt ψ (-I • (H t *ᵥ ψ t)) t

/-- The expectation value `⟨v, D v⟩`. -/
def expect (D : Matrix ι ι ℂ) (v : ι → ℂ) : ℂ := star v ⬝ᵥ (D *ᵥ v)

/-- The `n`-th Fourier coefficient of a signal over a period `T ≠ 0`. -/
def harmonic (T : ℝ) (n : ℤ) (f : ℝ → ℂ) : ℂ :=
  (∫ t in (0 : ℝ)..T, Complex.exp (-(2 * Real.pi * I * n * t / T)) * f t) / T

/-- A Hermitian, possibly time-dependent Hamiltonian conserves the norm of the state. -/
theorem norm_conserved {H : ℝ → Matrix ι ι ℂ} {ψ : ℝ → ι → ℂ}
    (hH : ∀ t, (H t).IsHermitian) (hψ : Solves H ψ) (t : ℝ) :
    star (ψ t) ⬝ᵥ ψ t = star (ψ 0) ⬝ᵥ ψ 0 := by
  have hd : ∀ s, HasDerivAt (fun r => star (ψ r) ⬝ᵥ ψ r) 0 s := by
    intro s
    have hi := hasDerivAt_pi.1 (hψ s)
    have h := HasDerivAt.fun_sum (u := Finset.univ)
      fun i _ => (hi i).star.fun_mul (hi i)
    refine h.congr_deriv ?_
    -- the two contributions cancel because `H` is Hermitian
    have hs : star (H s *ᵥ ψ s) ⬝ᵥ ψ s = star (ψ s) ⬝ᵥ (H s *ᵥ ψ s) := by
      rw [Matrix.star_mulVec, (hH s).eq, ← Matrix.dotProduct_mulVec]
    have hsum : I * (star (H s *ᵥ ψ s) ⬝ᵥ ψ s)
        - I * (star (ψ s) ⬝ᵥ (H s *ᵥ ψ s)) = 0 := by rw [hs, sub_self]
    rw [← hsum, dotProduct, dotProduct, Finset.mul_sum, Finset.mul_sum,
      ← Finset.sum_sub_distrib]
    refine Finset.sum_congr rfl fun i _ => ?_
    simp only [Pi.smul_apply, Pi.star_apply, smul_eq_mul, star_mul', star_neg,
      Complex.star_def, Complex.conj_I]
    ring
  exact is_const_of_deriv_eq_zero (fun s => (hd s).differentiableAt)
    (fun s => (hd s).deriv) t 0

/-- Under a Hermitian Hamiltonian, two solutions with the same initial state agree at all times. -/
theorem solution_unique {H : ℝ → Matrix ι ι ℂ} {φ ψ : ℝ → ι → ℂ}
    (hH : ∀ t, (H t).IsHermitian) (hφ : Solves H φ) (hψ : Solves H ψ)
    (h0 : φ 0 = ψ 0) (t : ℝ) : φ t = ψ t := by
  have hδ : Solves H (fun s => φ s - ψ s) := by
    intro s
    exact ((hφ s).fun_sub (hψ s)).congr_deriv (by rw [Matrix.mulVec_sub, smul_sub])
  have h := norm_conserved hH hδ t
  simp only [h0, sub_self, dotProduct_zero] at h
  exact sub_eq_zero.1 (dotProduct_star_self_eq_zero.1 h)

/-- If a Hermitian Hamiltonian satisfies `H(t+τ) = S H(t) S*` with `S` unitary, a solution with
`ψ(τ) = c S ψ(0)` satisfies `ψ(t+τ) = c S ψ(t)` at all times. -/
theorem symmetry_propagates [DecidableEq ι] {H : ℝ → Matrix ι ι ℂ} {ψ : ℝ → ι → ℂ}
    {S : Matrix ι ι ℂ} {c : ℂ} {τ : ℝ} (hH : ∀ t, (H t).IsHermitian)
    (hS : S ∈ Matrix.unitaryGroup ι ℂ) (hsym : ∀ t, H (t + τ) = S * H t * Sᴴ)
    (hψ : Solves H ψ) (h0 : ψ τ = c • (S *ᵥ ψ 0)) (t : ℝ) :
    ψ (t + τ) = c • (S *ᵥ ψ t) := by
  have hS' : Sᴴ * S = 1 := Matrix.mem_unitaryGroup_iff'.1 hS
  have key : ∀ (A : Matrix ι ι ℂ) (v : ι → ℂ) (s : ℝ), HasDerivAt ψ v s →
      HasDerivAt (fun r => A *ᵥ ψ r) (A *ᵥ v) s := by
    intro A v s h
    rw [hasDerivAt_pi]
    intro i
    simp only [Matrix.mulVec, dotProduct]
    exact HasDerivAt.fun_sum fun j _ => (hasDerivAt_pi.1 h j).const_mul (A i j)
  -- the shifted and the rotated state solve the same equation
  have h1 : Solves (fun s => H (s + τ)) (fun s => ψ (s + τ)) := by
    intro s
    exact (hψ (s + τ)).comp_add_const s τ
  have h2 : Solves (fun s => H (s + τ)) (fun s => (c • S) *ᵥ ψ s) := by
    intro s
    refine (key (c • S) _ s (hψ s)).congr_deriv ?_
    have hm : S * H s * Sᴴ * (c • S) = (c • S) * H s := by
      rw [Matrix.mul_smul, Matrix.mul_assoc (S * H s), hS', Matrix.mul_one, Matrix.smul_mul]
    rw [Matrix.mulVec_smul, Matrix.mulVec_mulVec, Matrix.mulVec_mulVec]
    beta_reduce
    rw [hsym, hm]
  have h := solution_unique (fun s => hH (s + τ)) h1 h2
    (by simp only [zero_add]; rw [h0, Matrix.smul_mulVec]) t
  simpa only [Matrix.smul_mulVec] using h

/-- If `S* D S = ω D`, then replacing a state `v` by `c S v` with `|c| = 1` multiplies the
expectation value of `D` by `ω`. -/
theorem expect_rotated {S D : Matrix ι ι ℂ} {c ω : ℂ} (hc : ‖c‖ = 1)
    (hD : Sᴴ * D * S = ω • D) (v : ι → ℂ) :
    expect D (c • (S *ᵥ v)) = ω * expect D v := by
  have hc' : star c * c = 1 := by
    rw [Complex.star_def, ← Complex.normSq_eq_conj_mul_self, Complex.normSq_eq_norm_sq, hc]
    norm_num
  have h1 : (star v ᵥ* Sᴴ) ⬝ᵥ (D *ᵥ (S *ᵥ v)) = ω * (star v ⬝ᵥ (D *ᵥ v)) := by
    rw [← Matrix.dotProduct_mulVec, Matrix.mulVec_mulVec, Matrix.mulVec_mulVec, hD,
      Matrix.smul_mulVec, dotProduct_smul, smul_eq_mul]
  unfold expect
  rw [star_smul, Matrix.mulVec_smul, smul_dotProduct, dotProduct_smul, Matrix.star_mulVec, h1]
  simp only [smul_eq_mul]
  linear_combination (ω * (star v ⬝ᵥ (D *ᵥ v))) * hc'

/-- Let `T > 0` and `N ≥ 1`, and let `ψ` be continuous with `ψ(t+T/N) = c S ψ(t)`, `|c| = 1`, and
`S* D S = exp(2πik/N) D`. Then `⟨ψ, D ψ⟩` is continuous and its harmonic `n` vanishes unless `n ≡ k`
modulo `N`. -/
theorem state_selection_rule {S D : Matrix ι ι ℂ} {ψ : ℝ → ι → ℂ} {c : ℂ} {T : ℝ} {N : ℕ}
    {k n : ℤ} (hT : 0 < T) (hN : 0 < N) (hc : ‖c‖ = 1) (hψ : Continuous ψ)
    (hD : Sᴴ * D * S = Complex.exp (2 * Real.pi * I * k / N) • D)
    (hshift : ∀ t, ψ (t + T / N) = c • (S *ᵥ ψ t)) (hn : ¬ n ≡ k [ZMOD N]) :
    Continuous (fun t => expect D (ψ t)) ∧ harmonic T n (fun t => expect D (ψ t)) = 0 := by
  have hi : ∀ i, Continuous fun t => ψ t i := fun i => (continuous_apply i).comp hψ
  refine ⟨continuous_finsetSum _ fun i _ => (hi i).star.mul
    (continuous_finsetSum _ fun j _ => continuous_const.mul (hi j)), ?_⟩
  have hT' : (T : ℂ) * (T : ℂ)⁻¹ = 1 := mul_inv_cancel₀ (by exact_mod_cast hT.ne')
  have hN' : (N : ℂ) * (N : ℂ)⁻¹ = 1 := mul_inv_cancel₀ (by exact_mod_cast hN.ne')
  obtain ⟨g, hg⟩ : ∃ g : ℝ → ℂ, g = fun t : ℝ =>
    Complex.exp (-(2 * Real.pi * I * n * t / T)) * expect D (ψ t) := ⟨_, rfl⟩
  obtain ⟨ζ, hζ⟩ : ∃ ζ : ℂ, ζ = Complex.exp (2 * Real.pi * I * (k - n) / N) := ⟨_, rfl⟩
  -- one symmetry step multiplies the Fourier integrand by `ζ`
  have hstep : ∀ t, g (t + T / N) = ζ * g t := by
    intro t
    have he : Complex.exp (-(2 * Real.pi * I * n * ((t + T / N : ℝ) : ℂ) / T))
        * Complex.exp (2 * Real.pi * I * k / N)
        = ζ * Complex.exp (-(2 * Real.pi * I * n * t / T)) := by
      rw [hζ, ← Complex.exp_add, ← Complex.exp_add]
      congr 1
      push_cast
      linear_combination (-(2 * Real.pi * I * n / N)) * hT'
    simp only [hg]
    rw [hshift, expect_rotated hc hD]
    linear_combination expect D (ψ t) * he
  have hpow : ζ ^ N = 1 := by
    rw [hζ, ← Complex.exp_nat_mul, ← Complex.exp_int_mul_two_pi_mul_I (k - n)]
    congr 1
    push_cast
    linear_combination (2 * Real.pi * I * (k - n)) * hN'
  have hne : ζ ≠ 1 := by
    intro h
    rw [hζ, Complex.exp_eq_one_iff] at h
    obtain ⟨m, hm⟩ := h
    have h' : (k : ℂ) - n = N * m := by
      apply mul_left_cancel₀ Complex.two_pi_I_ne_zero
      linear_combination (N : ℂ) * hm - (2 * Real.pi * I * (k - n)) * hN'
    exact hn (Int.modEq_iff_dvd.2 ⟨m, by exact_mod_cast h'⟩)
  have hiter : ∀ (m : ℕ) (t : ℝ), g (t + m * (T / N)) = ζ ^ m * g t := by
    intro m
    induction m with
    | zero => intro t; simp
    | succ m ih =>
      intro t
      rw [show t + ((m + 1 : ℕ) : ℝ) * (T / N) = (t + m * (T / N)) + T / N by
        push_cast; ring, hstep, ih]
      ring
  have hper : Function.Periodic g T := by
    intro t
    have h := hiter N t
    rwa [mul_div_cancel₀ T (by exact_mod_cast hN.ne' : (N : ℝ) ≠ 0), hpow, one_mul] at h
  -- shifting the integral over a full period leaves it unchanged
  have h1 : ∫ t in (0 : ℝ)..T, g (t + T / N) = ∫ t in (0 : ℝ)..T, g t := by
    have h := hper.intervalIntegral_add_eq (T / N) 0
    rw [intervalIntegral.integral_comp_add_right, zero_add, add_comm T, h, zero_add]
  simp only [hstep, intervalIntegral.integral_const_mul] at h1
  have hI : ∫ t in (0 : ℝ)..T, g t = 0 := by
    refine (mul_eq_zero.1 ?_).resolve_left (sub_ne_zero.2 hne)
    linear_combination h1
  simp only [hg] at hI
  unfold harmonic
  rw [hI, zero_div]

/-- Harmonic selection rule, for `T > 0` and `N ≥ 1`. Let `H` be Hermitian with
`H(t+T/N) = S H(t) S*`, `S` unitary, and `ψ` a solution with `ψ(T/N) = c S ψ(0)`, `|c| = 1`. If
`S* D S = exp(2πik/N) D`, then harmonic `n` of `⟨ψ, D ψ⟩` vanishes unless `n ≡ k` modulo `N`. -/
theorem harmonic_selection_rule [DecidableEq ι] {H : ℝ → Matrix ι ι ℂ} {S D : Matrix ι ι ℂ}
    {ψ : ℝ → ι → ℂ} {c : ℂ} {T : ℝ} {N : ℕ} {k n : ℤ} (hT : 0 < T) (hN : 0 < N)
    (hH : ∀ t, (H t).IsHermitian) (hS : S ∈ Matrix.unitaryGroup ι ℂ)
    (hsym : ∀ t, H (t + T / N) = S * H t * Sᴴ) (hψ : Solves H ψ) (hc : ‖c‖ = 1)
    (h0 : ψ (T / N) = c • (S *ᵥ ψ 0))
    (hD : Sᴴ * D * S = Complex.exp (2 * Real.pi * I * k / N) • D) (hn : ¬ n ≡ k [ZMOD N]) :
    harmonic T n (fun t => expect D (ψ t)) = 0 :=
  (state_selection_rule hT hN hc
    (continuous_iff_continuousAt.2 fun t => (hψ t).continuousAt) hD
    (symmetry_propagates hH hS hsym hψ h0) hn).2

/-- Let `H` be Hermitian with `H(t+T/2) = P H(t) P*`, `P` unitary and `P* D P = -D`. For a
solution with `ψ(T/2) = c P ψ(0)`, `|c| = 1`, the even harmonics of `⟨ψ, D ψ⟩` vanish. -/
theorem even_harmonics_vanish [DecidableEq ι] {H : ℝ → Matrix ι ι ℂ} {P D : Matrix ι ι ℂ}
    {ψ : ℝ → ι → ℂ} {c : ℂ} {T : ℝ} {n : ℤ} (hT : 0 < T)
    (hH : ∀ t, (H t).IsHermitian) (hP : P ∈ Matrix.unitaryGroup ι ℂ)
    (hsym : ∀ t, H (t + T / 2) = P * H t * Pᴴ) (hψ : Solves H ψ) (hc : ‖c‖ = 1)
    (h0 : ψ (T / 2) = c • (P *ᵥ ψ 0)) (hD : Pᴴ * D * P = -D) (hn : Even n) :
    harmonic T n (fun t => expect D (ψ t)) = 0 := by
  have he : Complex.exp (2 * Real.pi * I * ((1 : ℤ) : ℂ) / ((2 : ℕ) : ℂ)) = -1 := by
    rw [show 2 * Real.pi * I * ((1 : ℤ) : ℂ) / ((2 : ℕ) : ℂ) = Real.pi * I by
      push_cast; ring]
    exact Complex.exp_pi_mul_I
  refine harmonic_selection_rule (N := 2) (k := 1) hT two_pos hH hP
    (fun t => by rw [Nat.cast_ofNat]; exact hsym t) hψ hc
    (by rw [Nat.cast_ofNat]; exact h0) (by rw [he, hD, neg_one_smul]) ?_
  intro h
  obtain ⟨m, hm⟩ := hn
  change n % ((2 : ℕ) : ℤ) = 1 % ((2 : ℕ) : ℤ) at h
  omega

/-- The phase factor `exp(ix)`. -/
def phase (x : ℝ) : ℂ := Complex.exp (I * x)

/-- Phase factors multiply when their angles add. -/
theorem phase_add (x y : ℝ) : phase (x + y) = phase x * phase y := by
  unfold phase
  rw [← Complex.exp_add]
  congr 1
  push_cast
  ring

/-- A two-level atom coupled with strength `g` to a field rotating at unit frequency. -/
def atomH (g t : ℝ) : Matrix (Fin 2) (Fin 2) ℂ :=
  !![-(g : ℂ), g * phase (-t); g * phase t, -1 - g]

/-- The unnormalised atomic state `(1, exp(it))`. -/
def atomState (t : ℝ) : Fin 2 → ℂ := ![1, phase t]

/-- The diagonal matrix that multiplies the second level by `exp(ix)`. -/
def rotor (x : ℝ) : Matrix (Fin 2) (Fin 2) ℂ := !![1, 0; 0, phase x]

/-- The transition operator from the second level to the first. It lowers the level index; in
`atomH` the first level has the higher energy. -/
def lowering : Matrix (Fin 2) (Fin 2) ℂ := !![0, 1; 0, 0]

/-- For every `N ≥ 1` and every coupling `g`, the two-level atom in a rotating field meets the
hypotheses of the selection rule with `T = 2π`, `k = 1`, `c = 1`, `ψ = atomState` and
`D = lowering`, and the first harmonic of `⟨ψ, D ψ⟩` is 1. -/
theorem harmonic_selection_rule_witness (g : ℝ) (N : ℕ) :
    (∀ t, (atomH g t).IsHermitian) ∧
    rotor (2 * Real.pi / N) ∈ Matrix.unitaryGroup (Fin 2) ℂ ∧
    (∀ t, atomH g (t + 2 * Real.pi / N)
      = rotor (2 * Real.pi / N) * atomH g t * (rotor (2 * Real.pi / N))ᴴ) ∧
    Solves (atomH g) atomState ∧
    atomState (2 * Real.pi / N) = (1 : ℂ) • (rotor (2 * Real.pi / N) *ᵥ atomState 0) ∧
    (rotor (2 * Real.pi / N))ᴴ * lowering * rotor (2 * Real.pi / N)
      = Complex.exp (2 * Real.pi * I * ((1 : ℤ) : ℂ) / N) • lowering ∧
    harmonic (2 * Real.pi) 1 (fun t => expect lowering (atomState t)) = 1 := by
  have hz : phase 0 = 1 := by simp [phase]
  have hp : ∀ x, phase x * phase (-x) = 1 := fun x => by
    rw [← phase_add, add_neg_cancel, hz]
  have hconj : ∀ x, (starRingEnd ℂ) (phase x) = phase (-x) := fun x => by
    unfold phase
    rw [← Complex.exp_conj]
    simp
  have hR : ∀ x, (rotor x)ᴴ = !![1, 0; 0, phase (-x)] := by
    intro x
    ext i j
    fin_cases i <;> fin_cases j <;> simp [rotor, hconj]
  refine ⟨?_, ?_, ?_, ?_, ?_, ?_, ?_⟩
  · intro t
    ext i j
    fin_cases i <;> fin_cases j <;> simp [atomH, hconj]
  · rw [Matrix.mem_unitaryGroup_iff, Matrix.star_eq_conjTranspose, hR, rotor,
      Matrix.mul_fin_two, Matrix.one_fin_two]
    simp [hp]
  · intro t
    generalize 2 * Real.pi / (N : ℝ) = τ
    have e1 : (g : ℂ) * phase (-t) * phase (-τ) = g * phase (-(t + τ)) := by
      rw [neg_add, phase_add, mul_assoc]
    have e2 : phase τ * ((g : ℂ) * phase t) = g * phase (t + τ) := by
      rw [phase_add]; ring
    have e3 : phase τ * (-1 - (g : ℂ)) * phase (-τ) = -1 - g := by
      linear_combination (-1 - (g : ℂ)) * hp τ
    rw [hR, rotor, atomH, atomH, Matrix.mul_fin_two, Matrix.mul_fin_two]
    simp only [mul_zero, zero_mul, one_mul, mul_one, add_zero, zero_add]
    rw [e1, e2, e3]
  · intro t
    have hv : atomH g t *ᵥ atomState t = ![0, -phase t] := by
      ext i
      fin_cases i
      · change (atomH g t *ᵥ atomState t) 0 = 0
        simp only [Matrix.mulVec, dotProduct, Fin.sum_univ_two]
        change -(g : ℂ) * 1 + g * phase (-t) * phase t = 0
        linear_combination (g : ℂ) * hp t
      · change (atomH g t *ᵥ atomState t) 1 = -phase t
        simp only [Matrix.mulVec, dotProduct, Fin.sum_univ_two]
        change (g : ℂ) * phase t * 1 + (-1 - g) * phase t = -phase t
        ring
    have hd : HasDerivAt (fun s : ℝ => Complex.exp (I * (s : ℂ)))
        (Complex.exp (I * (t : ℂ)) * (I * ((1 : ℝ) : ℂ))) t :=
      (((hasDerivAt_id t).ofReal_comp).const_mul I).cexp
    rw [hv, hasDerivAt_pi]
    intro i
    fin_cases i
    · change HasDerivAt (fun _ : ℝ => (1 : ℂ)) (-I * 0) t
      rw [mul_zero]
      exact hasDerivAt_const t 1
    · change HasDerivAt (fun s : ℝ => Complex.exp (I * (s : ℂ))) (-I * -phase t) t
      refine hd.congr_deriv ?_
      unfold phase
      push_cast
      ring
  · ext i
    fin_cases i <;>
      simp [atomState, rotor, hz]
  · have hω : Complex.exp (2 * Real.pi * I * ((1 : ℤ) : ℂ) / N)
        = phase (2 * Real.pi / N) := by
      unfold phase
      congr 1
      push_cast
      ring
    rw [hω, hR, rotor, lowering, Matrix.mul_fin_two, Matrix.mul_fin_two]
    simp
  · have hpi : ((2 * Real.pi : ℝ) : ℂ) ≠ 0 := by
      exact_mod_cast Real.two_pi_pos.ne'
    have hE : ∀ t, expect lowering (atomState t) = phase t := by
      intro t
      simp [expect, lowering, atomState, Matrix.mulVec, dotProduct, Fin.sum_univ_two]
    -- the Fourier integrand of the first harmonic is constant
    have hone : ∀ t : ℝ, Complex.exp (-(2 * Real.pi * I * ((1 : ℤ) : ℂ) * t
        / ((2 * Real.pi : ℝ) : ℂ))) * phase t = 1 := by
      intro t
      have hx : 2 * Real.pi * I * ((1 : ℤ) : ℂ) * t / ((2 * Real.pi : ℝ) : ℂ) = I * t := by
        rw [div_eq_iff hpi]
        push_cast
        ring
      rw [hx, phase, ← Complex.exp_add, neg_add_cancel, Complex.exp_zero]
    unfold harmonic
    simp only [hE, hone]
    rw [intervalIntegral.integral_const, sub_zero, Complex.real_smul, mul_one, div_self hpi]

end

end DynamicalSymmetryHarmonics
```

```lean
#print axioms DynamicalSymmetryHarmonics.harmonic_selection_rule
#print axioms DynamicalSymmetryHarmonics.even_harmonics_vanish
```

```
'DynamicalSymmetryHarmonics.harmonic_selection_rule' depends on axioms: [propext, Classical.choice, Quot.sound]
'DynamicalSymmetryHarmonics.even_harmonics_vanish' depends on axioms: [propext, Classical.choice, Quot.sound]
```

## Hypotheses, proof and scope

The finite type `ι` labels the levels, `Solves` is the Schrödinger equation at every real time, `expect` is f, and `harmonic` is fₙ. `state_selection_rule` needs no unitarity; it also proves f continuous, so the zero is that of a genuine integral.

`norm_conserved` and `solution_unique` give uniqueness, and `symmetry_propagates` compares φ with χ through `h1` and `h2`. `expect_rotated` supplies ω. In `state_selection_rule`, `hstep` is the factor ζ, `hpow` and `hiter` give periodicity, and `hne` with `hI` forces J = 0. `harmonic_selection_rule` combines these results.

`even_harmonics_vanish` is the case N = 2, k = 1, where a half-period symmetry reverses D. `harmonic_selection_rule_witness` verifies the hypotheses for a two-level atom in a rotating field, for every N ≥ 1 and every coupling g. Its state is unnormalised, so its first harmonic is 1 instead of 1/2.

The condition ψ(T/N) = cSψ(0) is assumed. If Sᴺ is a multiple of the identity, H has period T and the condition makes ψ a Floquet state, which a suddenly driven ground state generally is not. H(t) is a prescribed matrix function; in a Kohn–Sham calculation, its symmetry would have to be established along the self-consistent trajectory. Continuum states and time-stepping error lie beyond this model.
